# For a nonzero step $s$, a symmetric positive definite $B$ with $Bs=y$ exists exactly when $s^{\mathsf T}y>0$

A quasi-Newton geometry optimisation moves the nuclei, recomputes the gradient of the energy, and then revises its approximate Hessian. If the approximate Hessian is to stay positive definite, one number is worth evaluating before the revision: the dot product $s^{\mathsf T}y$ of the step $s$ with the change $y$ in the gradient. If this number is safely positive, a BFGS update can go ahead. If it is not, the code can, for example, skip the update or replace $y$ by a modified vector.

The new matrix $B$ is asked to do two things. It should reproduce the latest gradient change, $Bs=y$, which is called the secant equation. It should also be symmetric positive definite, meaning $B^{\mathsf T}=B$ and $x^{\mathsf T}Bx>0$ for every $x\neq0$, so that for a nonzero gradient $g$ the next direction $-B^{-1}g$ points downhill. The sign of $s^{\mathsf T}y$ decides whether any matrix can do both. For geometry relaxation in electronic structure, this settles whether the data $s$ and $y$ of a single step admit such a matrix, in exact arithmetic and for finitely many real coordinates.

## The condition and the matrix, derived by hand

Let $s\neq0$ and $y$ be real vectors of the same finite dimension.

**Necessity.** Suppose $B$ is symmetric positive definite and $Bs=y$. Then

$$s^{\mathsf T}y=s^{\mathsf T}Bs>0,$$

where the inequality uses $s\neq0$. For $s=0$ and $y=0$ the equivalence fails: the identity matrix maps $s$ to $y$, yet $s^{\mathsf T}y=0$.

**The update.** Now suppose $s^{\mathsf T}y>0$, and let $B$ be any symmetric positive definite matrix, not required to satisfy the secant equation. The BFGS update of $B$ is

$$B_+=B-\frac{(Bs)(Bs)^{\mathsf T}}{s^{\mathsf T}Bs}+\frac{yy^{\mathsf T}}{s^{\mathsf T}y}.$$

Since $(uu^{\mathsf T})x=(u^{\mathsf T}x)\,u$ for any vectors $u$ and $x$, it acts as

$$B_+x=Bx-\frac{(Bs)^{\mathsf T}x}{s^{\mathsf T}Bs}\,Bs+\frac{y^{\mathsf T}x}{s^{\mathsf T}y}\,y.$$

At $x=s$ both fractions equal one, so $B_+s=Bs-Bs+y=y$.

**Positive definiteness.** $B_+$ is symmetric because each of its three terms is. Multiplying the previous formula by $x^{\mathsf T}$ and using $(Bs)^{\mathsf T}x=x^{\mathsf T}Bs=s^{\mathsf T}Bx$ gives

$$x^{\mathsf T}B_+x=x^{\mathsf T}Bx-\frac{(s^{\mathsf T}Bx)^2}{s^{\mathsf T}Bs}+\frac{(y^{\mathsf T}x)^2}{s^{\mathsf T}y}.$$

Set $t=s^{\mathsf T}Bx/(s^{\mathsf T}Bs)$, so that $t\,s^{\mathsf T}Bs=s^{\mathsf T}Bx$. Then

$$(x-ts)^{\mathsf T}B(x-ts)=x^{\mathsf T}Bx-2t\,s^{\mathsf T}Bx+t^2s^{\mathsf T}Bs=x^{\mathsf T}Bx-t\,s^{\mathsf T}Bx,$$

which is exactly the first two terms above. Hence

$$x^{\mathsf T}B_+x=(x-ts)^{\mathsf T}B(x-ts)+\frac{(y^{\mathsf T}x)^2}{s^{\mathsf T}y}.$$

Take $x\neq0$. If $x\neq ts$, the first term is positive and the second is nonnegative. If $x=ts$, then $t\neq0$, the first term vanishes, and the second equals $t^2\,s^{\mathsf T}y>0$.

It is not enough to observe that both terms are nonnegative. That shows only that $B_+$ is positive semidefinite. The first term does vanish along $s$, and strict positivity there comes entirely from the term in $y$.

**Starting from the identity.** With $B=1$ the update becomes

$$1-\frac{ss^{\mathsf T}}{s^{\mathsf T}s}+\frac{yy^{\mathsf T}}{s^{\mathsf T}y},$$

an explicit symmetric positive definite matrix that maps $s$ to $y$. In one dimension the first two terms cancel and the number $y/s$ remains.

**Securing the sign with a line search.** Let $p$ be a descent direction at gradient $g$, so $g^{\mathsf T}p<0$. Take a step $s=\alpha p$ with $\alpha>0$, and let $g'$ be the gradient at its end. The Wolfe slope condition asks that $g'^{\mathsf T}p\geq c\,g^{\mathsf T}p$ for a fixed $c<1$: the downhill slope must have flattened by a definite fraction. With $y=g'-g$,

$$s^{\mathsf T}y=\alpha\,(g'^{\mathsf T}p-g^{\mathsf T}p)\geq\alpha\,(c-1)\,g^{\mathsf T}p>0,$$

because $c-1$ and $g^{\mathsf T}p$ are both negative.

## Vectors, matrices and the update in Lean

```lean
import Mathlib

open Matrix

namespace CurvatureCondition

variable {n : Type*} [Fintype n]
```

The finite type `n` labels the coordinates; for $N$ atoms in Cartesian coordinates it has $3N$ elements. A vector is a function `n → ℝ`. The symbol `⬝ᵥ` is the dot product and `*ᵥ` applies a matrix to a vector, so `s ⬝ᵥ B *ᵥ s` reads $s^{\mathsf T}Bs$.

```lean
/-- A real matrix is symmetric positive definite: it equals its transpose and its quadratic
form is positive on every nonzero vector. -/
def IsSPD (B : Matrix n n ℝ) : Prop :=
  B.IsSymm ∧ ∀ x : n → ℝ, x ≠ 0 → 0 < x ⬝ᵥ B *ᵥ x
```

`IsSPD` states the definition used above, with symmetry as its first component and positivity on nonzero vectors as its second. The proofs refer to these as `hB.1` and `hB.2`.

```lean
/-- The BFGS update of an approximate Hessian `B` for a step `s` and a gradient change `y`,
meant for `sᵀBs ≠ 0` and `sᵀy ≠ 0`. -/
noncomputable def bfgs (B : Matrix n n ℝ) (s y : n → ℝ) : Matrix n n ℝ :=
  B - (s ⬝ᵥ B *ᵥ s)⁻¹ • vecMulVec (B *ᵥ s) (B *ᵥ s) + (s ⬝ᵥ y)⁻¹ • vecMulVec y y
```

Here `vecMulVec u v` is the outer product $uv^{\mathsf T}$ and `•` is multiplication by a scalar, so `bfgs B s y` is $B_+$. The definition accepts any `s` and `y`. Lean sets the inverse of zero to zero, so a term with a vanishing denominator would silently drop out, and the theorems that need nonzero denominators say so.

## The secant equation

```lean
/-- The updated Hessian acts on a vector as the old one, corrected along `B s` and `y`. -/
theorem bfgs_mulVec (B : Matrix n n ℝ) (s y x : n → ℝ) :
    bfgs B s y *ᵥ x = B *ᵥ x - ((B *ᵥ s ⬝ᵥ x) / (s ⬝ᵥ B *ᵥ s)) • (B *ᵥ s)
      + ((y ⬝ᵥ x) / (s ⬝ᵥ y)) • y := by
  -- the outer product `u uᵀ` sends `v` to `(uᵀv) u`
  have key : ∀ u v : n → ℝ, vecMulVec u u *ᵥ v = (u ⬝ᵥ v) • u := by
    intro u v
    ext i
    simp only [Matrix.mulVec, dotProduct, vecMulVec_apply, Pi.smul_apply, smul_eq_mul,
      Finset.sum_mul]
    exact Finset.sum_congr rfl (fun j _ => by ring)
  rw [bfgs, Matrix.add_mulVec, Matrix.sub_mulVec, Matrix.smul_mulVec, Matrix.smul_mulVec,
    key, key, smul_smul, smul_smul, div_eq_inv_mul, div_eq_inv_mul]
```

This is the formula for $B_+x$. The auxiliary statement `key` is $(uu^{\mathsf T})v=(u^{\mathsf T}v)\,u$, checked component by component. The closing rewrite distributes the matrix over its three terms and applies `key` to the two outer products.

```lean
/-- If `sᵀBs` and `sᵀy` are nonzero, the updated Hessian satisfies the secant equation: it maps the
step `s` to the gradient change `y`. -/
theorem bfgs_secant {B : Matrix n n ℝ} {s y : n → ℝ} (hs : s ⬝ᵥ B *ᵥ s ≠ 0)
    (hy : s ⬝ᵥ y ≠ 0) : bfgs B s y *ᵥ s = y := by
  rw [bfgs_mulVec, dotProduct_comm (B *ᵥ s) s, dotProduct_comm y s, div_self hs,
    div_self hy, one_smul, one_smul, sub_self, zero_add]
```

Setting $x=s$ turns both coefficients into a number divided by itself. The rewrites with `div_self` reduce them to one, and the two copies of $Bs$ cancel.

The hypotheses ask only that the denominators be nonzero. The secant equation therefore also holds when $s^{\mathsf T}y$ is negative, and testing $B_+s=y$ in a program will not reveal that positive definiteness has been lost. The sign has to be tested separately.

## Positive definiteness survives the update

```lean
/-- Completing the square, for symmetric `B` with `sᵀBs ≠ 0`: the updated quadratic form at `x` is
the old form at `x` with its `B`-component along `s` removed, plus `(yᵀx)²` divided by `sᵀy`. -/
theorem bfgs_quadratic {B : Matrix n n ℝ} (hB : B.IsSymm) {s : n → ℝ}
    (hs : s ⬝ᵥ B *ᵥ s ≠ 0) (y x : n → ℝ) :
    x ⬝ᵥ bfgs B s y *ᵥ x =
      (x - ((s ⬝ᵥ B *ᵥ x) / (s ⬝ᵥ B *ᵥ s)) • s) ⬝ᵥ
        B *ᵥ (x - ((s ⬝ᵥ B *ᵥ x) / (s ⬝ᵥ B *ᵥ s)) • s)
      + (y ⬝ᵥ x) ^ 2 / (s ⬝ᵥ y) := by
  have hsym : x ⬝ᵥ B *ᵥ s = s ⬝ᵥ B *ᵥ x := by
    rw [Matrix.dotProduct_mulVec, ← Matrix.mulVec_transpose, hB.eq,
      dotProduct_comm (B *ᵥ x) s]
  have ht : (s ⬝ᵥ B *ᵥ x) / (s ⬝ᵥ B *ᵥ s) * (s ⬝ᵥ B *ᵥ s) = s ⬝ᵥ B *ᵥ x :=
    div_mul_cancel₀ _ hs
  rw [bfgs_mulVec, dotProduct_comm (B *ᵥ s) x, hsym]
  generalize (s ⬝ᵥ B *ᵥ x) / (s ⬝ᵥ B *ᵥ s) = t at ht ⊢
  simp only [Matrix.mulVec_sub, Matrix.mulVec_smul, dotProduct_add, dotProduct_sub,
    sub_dotProduct, dotProduct_smul, smul_dotProduct, smul_eq_mul]
  rw [hsym, dotProduct_comm x y]
  linear_combination (-t) * ht
```

This is the completed square, with $t$ written out as a quotient. The step `hsym` is the identity $x^{\mathsf T}Bs=s^{\mathsf T}Bx$, which is where symmetry of $B$ enters, and `ht` is the relation $t\,s^{\mathsf T}Bs=s^{\mathsf T}Bx$. Once `generalize` has replaced the quotient by a letter `t`, `simp` expands both sides into dot products. They then differ by $-t$ times the relation `ht`, which is what `linear_combination` verifies.

```lean
/-- If the step and the gradient change have positive overlap, the BFGS update of a symmetric
positive definite matrix is symmetric positive definite. -/
theorem bfgs_isSPD {B : Matrix n n ℝ} (hB : IsSPD B) {s y : n → ℝ} (h : 0 < s ⬝ᵥ y) :
    IsSPD (bfgs B s y) := by
  have hs : s ≠ 0 := by
    rintro rfl
    simp at h
  refine ⟨?_, fun x hx => ?_⟩
  · ext i j
    simp only [bfgs, Matrix.transpose_apply, Matrix.add_apply, Matrix.sub_apply,
      Matrix.smul_apply, vecMulVec_apply, smul_eq_mul]
    rw [hB.1.apply i j]
    ring
  · rw [bfgs_quadratic hB.1 (hB.2 s hs).ne' y x]
    generalize (s ⬝ᵥ B *ᵥ x) / (s ⬝ᵥ B *ᵥ s) = t
    by_cases hz : x - t • s = 0
    · -- `x` is parallel to `s`: the square along `y` is positive
      have hxt : x = t • s := sub_eq_zero.mp hz
      have ht : t ≠ 0 := by
        rintro rfl
        exact hx (by simpa using hxt)
      have hyx : y ⬝ᵥ x = t * (s ⬝ᵥ y) := by
        rw [hxt, dotProduct_smul, smul_eq_mul, dotProduct_comm y s]
      rw [hz, hyx, Matrix.mulVec_zero, dotProduct_zero, zero_add]
      positivity
    · -- otherwise the old quadratic form is already positive
      have h1 := hB.2 _ hz
      have h2 : 0 ≤ (y ⬝ᵥ x) ^ 2 / (s ⬝ᵥ y) := div_nonneg (sq_nonneg _) h.le
      linarith
```

The theorem takes any symmetric positive definite `B` and the single inequality $s^{\mathsf T}y>0$. That inequality already excludes $s=0$, which is the content of the first `have`. Symmetry is checked entry by entry.

For positivity the proof rewrites the quadratic form as the completed square and splits on whether $x-ts$ is zero, as in the argument by hand. In the parallel case it derives $t\neq0$ from $x\neq0$ and computes $y^{\mathsf T}x=t\,s^{\mathsf T}y$, after which `positivity` finishes. In the other case `h1` says that the old form is positive, `h2` that the added square is nonnegative, and `linarith` adds them.

## The explicit matrix and the equivalence

```lean
/-- The identity matrix is symmetric positive definite. -/
theorem isSPD_one [DecidableEq n] : IsSPD (1 : Matrix n n ℝ) := by
  refine ⟨Matrix.isSymm_one, fun x hx => ?_⟩
  rw [Matrix.one_mulVec]
  exact lt_of_le_of_ne (Finset.sum_nonneg fun i _ => mul_self_nonneg (x i))
    (fun h => hx (dotProduct_self_eq_zero.mp h.symm))
```

For the identity the quadratic form is $x^{\mathsf T}x$, a sum of squares. It is nonnegative, and it vanishes only for $x=0$.

```lean
/-- Explicit construction from the identity: for `sᵀy > 0` the matrix
`1 - s sᵀ / (sᵀs) + y yᵀ / (sᵀy)` is symmetric positive definite and maps `s` to `y`. -/
theorem update_of_identity [DecidableEq n] {s y : n → ℝ} (h : 0 < s ⬝ᵥ y) :
    IsSPD (1 - (s ⬝ᵥ s)⁻¹ • vecMulVec s s + (s ⬝ᵥ y)⁻¹ • vecMulVec y y) ∧
      (1 - (s ⬝ᵥ s)⁻¹ • vecMulVec s s + (s ⬝ᵥ y)⁻¹ • vecMulVec y y) *ᵥ s = y := by
  have e : bfgs 1 s y =
      1 - (s ⬝ᵥ s)⁻¹ • vecMulVec s s + (s ⬝ᵥ y)⁻¹ • vecMulVec y y := by
    simp only [bfgs, Matrix.one_mulVec]
  have hs : s ≠ 0 := by
    rintro rfl
    simp at h
  rw [← e]
  exact ⟨bfgs_isSPD isSPD_one h, bfgs_secant (isSPD_one.2 s hs).ne' h.ne'⟩
```

The conclusion has two parts: the displayed matrix is symmetric positive definite, and it maps `s` to `y`. The equation `e` identifies this matrix with `bfgs 1 s y`, so both parts follow from the results for a general starting matrix.

```lean
/-- Curvature condition: for a nonzero step `s`, a symmetric positive definite matrix that
maps `s` to the gradient change `y` exists if and only if `sᵀy > 0`. -/
theorem curvature_condition {s : n → ℝ} (hs : s ≠ 0) (y : n → ℝ) :
    (∃ B : Matrix n n ℝ, IsSPD B ∧ B *ᵥ s = y) ↔ 0 < s ⬝ᵥ y := by
  classical
  constructor
  · rintro ⟨B, hB, rfl⟩
    exact hB.2 s hs
  · intro h
    exact ⟨_, update_of_identity h⟩
```

Read in words: given a nonzero `s` and any `y`, some symmetric positive definite matrix sends `s` to `y` if and only if their dot product is positive. In the forward direction, the pattern `rfl` replaces `y` by `B *ᵥ s`, and the goal becomes $s^{\mathsf T}Bs>0$, which is positivity of `B` at `s`. In the backward direction the matrix built from the identity is the witness.

The quantifier runs over all matrices, so when $s\neq0$ and $s^{\mathsf T}y\leq0$ the obstruction does not lie in the BFGS formula. Any other update that enforces the secant equation exactly must also give up positive definiteness. Dropping symmetry does not help, because every matrix $B$ with $Bs=y$ has $s^{\mathsf T}Bs=s^{\mathsf T}y\leq0$. For a smooth energy this happens when the surface has zero or negative average curvature along the step, as it can near a saddle point.

## After a line search

```lean
/-- After a step `α p` with `α > 0` along a descent direction `p` that meets the Wolfe slope
condition with a constant `c < 1`, the BFGS update of a symmetric positive definite matrix is
symmetric positive definite and satisfies the secant equation. Here `g` and `g'` stand for the
gradients before and after the step. -/
theorem bfgs_of_wolfe {B : Matrix n n ℝ} (hB : IsSPD B) {p g g' : n → ℝ} {α c : ℝ}
    (hα : 0 < α) (hc : c < 1) (hg : g ⬝ᵥ p < 0) (hw : c * (g ⬝ᵥ p) ≤ g' ⬝ᵥ p) :
    IsSPD (bfgs B (α • p) (g' - g)) ∧ bfgs B (α • p) (g' - g) *ᵥ (α • p) = g' - g := by
  -- the slope condition forces positive curvature along the step
  have h : 0 < (α • p) ⬝ᵥ (g' - g) := by
    rw [smul_dotProduct, dotProduct_sub, smul_eq_mul, dotProduct_comm p g',
      dotProduct_comm p g]
    apply mul_pos hα
    nlinarith [mul_pos_of_neg_of_neg (sub_neg.mpr hc) hg]
  have hs : α • p ≠ 0 := by
    intro h0
    rw [h0, zero_dotProduct] at h
    exact lt_irrefl _ h
  exact ⟨bfgs_isSPD hB h, bfgs_secant (hB.2 _ hs).ne' h.ne'⟩

end CurvatureCondition
```

The vectors `g` and `g'` stand for the gradients at the two ends of the step, though the theorem holds for any vectors that satisfy the inequalities. The hypothesis `hg` says that `p` is a descent direction, and `hw` is the slope condition with its constant `c`. The first `have` reproduces the estimate of $s^{\mathsf T}y$: after the factor `α` is split off, `nlinarith` uses the positive product of the two negative numbers $c-1$ and $g^{\mathsf T}p$. The sufficient-decrease half of the Wolfe conditions plays no part.

That a suitable `α` can be found is left to the line search, and the theorem speaks of one update, not of the convergence of the BFGS method. Rounding errors and poor conditioning are also absent from the model, which is a good reason for a program to compare $s^{\mathsf T}y$ with a small positive threshold instead of with zero.

In an optimiser the whole matter takes a few lines: store the old positions and gradient, subtract them from the new ones to get `s` and `y`, form the dot product, and branch on the result. Many electronic structure programs report forces, which are negative gradients. There `y` must be the old force minus the new one, since the opposite order reverses the sign of the test.

```lean
#print axioms CurvatureCondition.curvature_condition
#print axioms CurvatureCondition.bfgs_of_wolfe
```

```
'CurvatureCondition.curvature_condition' depends on axioms: [propext, Classical.choice, Quot.sound]
'CurvatureCondition.bfgs_of_wolfe' depends on axioms: [propext, Classical.choice, Quot.sound]
```
